# The area of the Fermi window at a common temperature, and the bound it sets on the single-channel Landauer current

## One fully open channel

Two leads are joined by a single channel that transmits every electron. Both leads have the same thermal energy \(\tau = k_B \times \text{temperature} > 0\), and their chemical potentials are \(\mu_L\) and \(\mu_R\). A state of energy \(E\) in a lead with chemical potential \(\mu\) has the occupation

\[
f_\mu(E) = \frac{1}{e^{(E-\mu)/\tau}+1}.
\]

Write \(f_L\) and \(f_R\) for the two leads. Up to the prefactor charge\(/h\), the current is the area under the window \(f_L - f_R\).

This area can be read off from the ends of the energy axis. The grand potential of one fermionic level,

\[
\Omega_\mu(E) = -\tau \log\bigl(1+e^{(\mu-E)/\tau}\bigr),
\]

has energy derivative \(f_\mu(E)\), so the window is the derivative of \(\Omega_L - \Omega_R\). A level at very high energy is empty and contributes \(\Omega = 0\). A level at very low energy is full, and \(\Omega_\mu(E)\) approaches \(E-\mu\), so the difference there is \(\mu_R - \mu_L\). The area is therefore \(0 - (\mu_R-\mu_L) = \mu_L - \mu_R\), whatever the temperature.

## What is stated about the current

For a transmission function \(T(E)\), the current without its prefactor is

\[
I = \int_{-\infty}^{\infty} T(E)\,\bigl(f_L(E)-f_R(E)\bigr)\,dE .
\]

In Lean, `fermi τ μ E`, `grandPotential τ μ E` and `landauerCurrent τ μL μR T` are these three expressions. Energies are real numbers in a common unit, and `T : ℝ → ℝ` is an ordinary function of energy. Positive \(I\) means net particle flow from left to right. The "bias" in the comments is the energy \(\mu_L-\mu_R\), not a voltage.

The main theorems say the following, always for \(\tau>0\):

- `fermi_window_sum_rule`: for any \(\mu_L,\mu_R\), the window is integrable over the real line and its integral is \(\mu_L-\mu_R\).
- `landauerCurrent_bounds`: if \(\mu_R\le\mu_L\) and \(T\) is measurable with \(a\le T(E)\le b\) at every energy, then \(a(\mu_L-\mu_R)\le I\le b(\mu_L-\mu_R)\).
- `landauerCurrent_mem_Icc`: the case \(a=0\), \(b=1\), which gives \(0\le I\le\mu_L-\mu_R\).
- `landauerCurrent_eq_bias_iff`: if \(\mu_R<\mu_L\) and \(T\) is measurable with \(0\le T\le1\), then \(I=\mu_L-\mu_R\) exactly when \(T=1\) at almost every energy, that is, outside a set of Lebesgue measure zero.

The condition \(0\le T\le1\) stands for flux conservation in one channel: an incoming electron is either transmitted or reflected. For \(N\) channels the total transmission lies between \(0\) and \(N\), and the general bound applies with \(b=N\). With the prefactor charge\(/h\), each spin direction counts as a channel of its own, so a spin-degenerate orbital channel has \(N=2\). Measurability admits steps and sharp resonances.

The Landauer formula enters as the definition of the current; it is not derived from scattering states, and the bounds on \(T\) are assumed and not obtained from a unitary scattering matrix. Leads at different temperatures are not covered. The energy axis has no lower end, but a band edge can be described by setting \(T=0\) below it.

For a coherent, non-interacting two-terminal conductor whose leads share one temperature, the upper bound gives a check on transport calculations with \(\mu_R\le\mu_L\): if the transmission for one spin direction satisfies \(0\le T\le1\) and the computed current of that spin direction exceeds, in magnitude, \(\mu_L-\mu_R\) times \(|\text{charge}|/h\), there is an error in the evaluation, for example in the occupations, the energy integration or the prefactor.

## The area of the window, step by step

**Derivative.** Put \(x=e^{(\mu-E)/\tau}\), so that \(dx/dE=-x/\tau\). Then

\[
\frac{d\Omega_\mu}{dE} = -\tau\,\frac{-x/\tau}{1+x} = \frac{x}{1+x} = \frac{1}{x^{-1}+1} = f_\mu(E).
\]

**High energy.** As \(E\to\infty\), \(x\to0\) and \(\Omega_\mu(E)\to-\tau\log 1=0\).

**Low energy.** Factor \(1+x=x(1+x^{-1})\) and take the logarithm:

\[
\Omega_\mu(E) = (E-\mu) - \tau\log\bigl(1+e^{(E-\mu)/\tau}\bigr) = (E-\mu)+\Omega_{-\mu}(-E).
\]

This is a particle-hole relation: a nearly full level is described by its nearly empty hole. As \(E\to-\infty\), the last term tends to zero by the high-energy limit. Hence \(D=\Omega_L-\Omega_R\) tends to \(\mu_R-\mu_L\).

**Integrability.** Let \(\mu_R<\mu_L\). Raising \(\mu\) lowers \(e^{(E-\mu)/\tau}\) and so raises \(f_\mu(E)\); the window is positive everywhere. Therefore

\[
\int_{-x}^{x}|f_L-f_R|\,dE = D(x)-D(-x)\longrightarrow \mu_L-\mu_R ,
\]

where \(x\) is now the cutoff energy. The limit is finite, so the window is integrable. If \(\mu_L<\mu_R\), the window only changes sign, and if the two are equal it is zero.

**Sum rule.** The fundamental theorem of calculus on the whole line gives \(\int(f_L-f_R)\,dE=0-(\mu_R-\mu_L)=\mu_L-\mu_R\).

## From the area to the current

Let \(w=f_L-f_R\), with \(\mu_R\le\mu_L\), so that \(w\ge0\). Since \(|T|\le|a|+|b|\), the product \(Tw\) is integrable. Integrating \(a\,w\le T\,w\le b\,w\) and using the sum rule gives the two bounds.

For the case of equality, subtract the current from the area:

\[
\int(1-T)\,w\,dE = (\mu_L-\mu_R)-I .
\]

The integrand is nonnegative when \(T\le1\). If \(I=\mu_L-\mu_R\), its integral is zero, so it vanishes at almost every energy. For \(\mu_R<\mu_L\) the window is strictly positive, which leaves \(T=1\) almost everywhere. Conversely, if \(T=1\) almost everywhere, the left side is zero and the current equals the bias. The strict inequality matters: at \(\mu_L=\mu_R\) the current is zero for every \(T\).

## Two Fermi functions under one integral

It would be wrong to split the area into \(\int f_L\,dE-\int f_R\,dE\). Each Fermi function tends to 1 at low energy, so both integrals diverge and the difference has no meaning. In Lean the split expression would still have a value, because the integral of a non-integrable function is defined as zero; it would give \(0-0\) instead of \(\mu_L-\mu_R\). The sum rule therefore keeps the difference under a single integral, and it states explicitly that this difference is integrable.

## The complete Lean development

```lean
import Mathlib

open MeasureTheory Filter Topology

namespace LandauerSumRule

noncomputable section

/-- The Fermi function at energy `E`, for chemical potential `μ` and thermal energy `τ > 0`
(Boltzmann's constant times temperature). -/
def fermi (τ μ E : ℝ) : ℝ := 1 / (Real.exp ((E - μ) / τ) + 1)

/-- The grand potential of a single fermionic level of energy `E`, for chemical potential `μ`
and thermal energy `τ > 0`. -/
def grandPotential (τ μ E : ℝ) : ℝ := -τ * Real.log (1 + Real.exp ((μ - E) / τ))

/-- The Landauer current between two leads at common thermal energy `τ > 0`, for the
transmission function `T`, without the prefactor charge over Planck's constant. -/
def landauerCurrent (τ μL μR : ℝ) (T : ℝ → ℝ) : ℝ :=
  ∫ E, T E * (fermi τ μL E - fermi τ μR E)

/-- At fixed positive temperature, raising the chemical potential strictly raises the
occupation at every energy. -/
theorem fermi_lt {τ μL μR : ℝ} (hτ : 0 < τ) (h : μR < μL) (E : ℝ) :
    fermi τ μR E < fermi τ μL E := by
  have h1 : (E - μL) / τ < (E - μR) / τ := div_lt_div_of_pos_right (by linarith) hτ
  have h2 := Real.exp_lt_exp.mpr h1
  unfold fermi
  exact one_div_lt_one_div_of_lt (by positivity) (by linarith)

/-- At positive temperature, the energy derivative of the grand potential of a level is its
Fermi occupation. -/
theorem hasDerivAt_grandPotential {τ : ℝ} (hτ : 0 < τ) (μ E : ℝ) :
    HasDerivAt (grandPotential τ μ) (fermi τ μ E) E := by
  have h1 : HasDerivAt (fun x : ℝ => (μ - x) / τ) (-1 / τ) E :=
    ((hasDerivAt_id' E).const_sub μ).div_const τ
  have hp : 1 + Real.exp ((μ - E) / τ) ≠ 0 := by positivity
  have h2 : HasDerivAt (grandPotential τ μ)
      (-τ * (Real.exp ((μ - E) / τ) * (-1 / τ) / (1 + Real.exp ((μ - E) / τ)))) E :=
    ((h1.exp.const_add 1).log hp).const_mul (-τ)
  refine h2.congr_deriv ?_
  have h3 : Real.exp ((E - μ) / τ) = (Real.exp ((μ - E) / τ))⁻¹ := by
    rw [← Real.exp_neg]
    congr 1
    ring
  have hx := Real.exp_pos ((μ - E) / τ)
  unfold fermi
  rw [h3]
  generalize Real.exp ((μ - E) / τ) = x at hx
  field_simp

/-- Particle-hole relation: at positive temperature, the grand potential of a level is `E - μ`
plus the grand potential with energy and chemical potential reversed in sign. -/
theorem grandPotential_particle_hole {τ : ℝ} (hτ : 0 < τ) (μ E : ℝ) :
    grandPotential τ μ E = (E - μ) + grandPotential τ (-μ) (-E) := by
  have h : 1 + Real.exp ((μ - E) / τ)
      = Real.exp ((μ - E) / τ) * (1 + Real.exp ((-μ - -E) / τ)) := by
    rw [mul_add, ← Real.exp_add, mul_one,
      show (μ - E) / τ + (-μ - -E) / τ = 0 by ring, Real.exp_zero, add_comm]
  have hp : 1 + Real.exp ((-μ - -E) / τ) ≠ 0 := by positivity
  have h2 : τ * ((μ - E) / τ) = μ - E := by field_simp
  unfold grandPotential
  rw [h, Real.log_mul (Real.exp_ne_zero _) hp, Real.log_exp]
  linear_combination -h2

/-- At positive temperature, the grand potential of a level vanishes in the limit of high
level energy. -/
theorem tendsto_grandPotential {τ : ℝ} (hτ : 0 < τ) (μ : ℝ) :
    Tendsto (grandPotential τ μ) atTop (𝓝 0) := by
  have h0 : Tendsto (fun E : ℝ => μ - E) atTop atBot := by
    simpa only [sub_eq_add_neg] using
      tendsto_atBot_add_const_left atTop μ tendsto_neg_atTop_atBot
  have h2 : Tendsto (fun E : ℝ => Real.exp ((μ - E) / τ)) atTop (𝓝 0) :=
    Real.tendsto_exp_atBot.comp (h0.atBot_div_const hτ)
  have h3 : Tendsto (grandPotential τ μ) atTop (𝓝 (-τ * Real.log (1 + 0))) :=
    ((tendsto_const_nhds.add h2).log (by norm_num)).const_mul (-τ)
  simpa using h3

/-- Sum rule: for two leads at the same positive temperature, the difference of the Fermi
functions is integrable over all energies, and its integral is the difference of the chemical
potentials. -/
theorem fermi_window_sum_rule {τ : ℝ} (hτ : 0 < τ) (μL μR : ℝ) :
    Integrable (fun E => fermi τ μL E - fermi τ μR E) ∧
      ∫ E, (fermi τ μL E - fermi τ μR E) = μL - μR := by
  have hd : ∀ a b E : ℝ, HasDerivAt (fun x => grandPotential τ a x - grandPotential τ b x)
      (fermi τ a E - fermi τ b E) E := fun a b E =>
    (hasDerivAt_grandPotential hτ a E).fun_sub (hasDerivAt_grandPotential hτ b E)
  have htop : ∀ a b : ℝ, Tendsto (fun x => grandPotential τ a x - grandPotential τ b x)
      atTop (𝓝 (0 - 0)) := fun a b =>
    (tendsto_grandPotential hτ a).sub (tendsto_grandPotential hτ b)
  -- the low-energy limit follows from the particle-hole relation
  have hbot : ∀ a b : ℝ, Tendsto (fun x => grandPotential τ a x - grandPotential τ b x)
      atBot (𝓝 (b - a)) := by
    intro a b
    have h2 := ((htop (-a) (-b)).comp tendsto_neg_atBot_atTop).const_add (b - a)
    simp only [sub_zero, add_zero] at h2
    refine h2.congr fun E => ?_
    simp only [Function.comp_apply]
    rw [grandPotential_particle_hole hτ a E, grandPotential_particle_hole hτ b E]
    ring
  have hf : ∀ μ : ℝ, Continuous (fermi τ μ) := by
    intro μ
    show Continuous fun E : ℝ => 1 / (Real.exp ((E - μ) / τ) + 1)
    exact Continuous.div (by fun_prop) (by fun_prop) (fun E => by positivity)
  -- a window of constant sign is integrable because its integrals over [-x, x] converge
  have key : ∀ a b : ℝ, b < a → Integrable (fun E => fermi τ a E - fermi τ b E) := by
    intro a b hab
    have hc : Continuous fun E => fermi τ a E - fermi τ b E := (hf a).sub (hf b)
    refine integrable_of_intervalIntegral_norm_tendsto (l := atTop)
      (a := fun x : ℝ => -x) (b := fun x : ℝ => x) (0 - 0 - (b - a))
      (fun i => hc.integrableOn_Ioc) tendsto_neg_atTop_atBot tendsto_id ?_
    refine ((htop a b).sub ((hbot a b).comp tendsto_neg_atTop_atBot)).congr fun x => ?_
    have hn : ∀ E, ‖fermi τ a E - fermi τ b E‖ = fermi τ a E - fermi τ b E := fun E =>
      Real.norm_of_nonneg (sub_nonneg.2 (fermi_lt hτ hab E).le)
    simp only [hn]
    exact (intervalIntegral.integral_eq_sub_of_hasDerivAt (fun y _ => hd a b y)
      (hc.intervalIntegrable _ _)).symm
  have hint : Integrable (fun E => fermi τ μL E - fermi τ μR E) := by
    rcases lt_trichotomy μL μR with h | h | h
    · exact (key μR μL h).neg.congr (ae_of_all _ fun E => by simp)
    · simp [h]
    · exact key μL μR h
  refine ⟨hint, ?_⟩
  rw [integral_of_hasDerivAt_of_tendsto (hd μL μR) hint (hbot μL μR) (htop μL μR)]
  ring

/-- At a common positive temperature, the Landauer integrand is integrable for every measurable
transmission function with values between two constants. -/
theorem integrable_landauer {τ a b : ℝ} (hτ : 0 < τ) (μL μR : ℝ) {T : ℝ → ℝ}
    (hT : Measurable T) (hab : ∀ E, T E ∈ Set.Icc a b) :
    Integrable (fun E => T E * (fermi τ μL E - fermi τ μR E)) := by
  have hw := (fermi_window_sum_rule hτ μL μR).1
  refine (hw.norm.const_mul (|a| + |b|)).mono'
    (hT.aestronglyMeasurable.mul hw.aestronglyMeasurable) (ae_of_all _ fun E => ?_)
  have hb : ‖T E‖ ≤ |a| + |b| := by
    rw [Real.norm_eq_abs, abs_le]
    constructor <;> linarith [(hab E).1, (hab E).2, neg_abs_le a, le_abs_self b,
      abs_nonneg a, abs_nonneg b]
  rw [norm_mul]
  exact mul_le_mul_of_nonneg_right hb (norm_nonneg _)

/-- At a common positive temperature and `μR ≤ μL`, a measurable transmission with values
between `a` and `b` gives a current between `a` and `b` times the bias `μL - μR`. -/
theorem landauerCurrent_bounds {τ μL μR a b : ℝ} (hτ : 0 < τ) (hμ : μR ≤ μL) {T : ℝ → ℝ}
    (hT : Measurable T) (hab : ∀ E, T E ∈ Set.Icc a b) :
    landauerCurrent τ μL μR T ∈ Set.Icc (a * (μL - μR)) (b * (μL - μR)) := by
  obtain ⟨hw, hs⟩ := fermi_window_sum_rule hτ μL μR
  have hi := integrable_landauer hτ μL μR hT hab
  have hn : ∀ E, 0 ≤ fermi τ μL E - fermi τ μR E := by
    intro E
    rcases hμ.eq_or_lt with h | h
    · simp [h]
    · exact sub_nonneg.2 (fermi_lt hτ h E).le
  rw [← hs, ← integral_const_mul, ← integral_const_mul]
  exact ⟨integral_mono (hw.const_mul a) hi fun E =>
      mul_le_mul_of_nonneg_right (hab E).1 (hn E),
    integral_mono hi (hw.const_mul b) fun E =>
      mul_le_mul_of_nonneg_right (hab E).2 (hn E)⟩

/-- At a common positive temperature and `μR ≤ μL`, a measurable transmission probability
gives a Landauer current between zero and the bias `μL - μR`. -/
theorem landauerCurrent_mem_Icc {τ μL μR : ℝ} (hτ : 0 < τ) (hμ : μR ≤ μL) {T : ℝ → ℝ}
    (hT : Measurable T) (h01 : ∀ E, T E ∈ Set.Icc (0 : ℝ) 1) :
    landauerCurrent τ μL μR T ∈ Set.Icc 0 (μL - μR) := by
  simpa only [zero_mul, one_mul] using landauerCurrent_bounds hτ hμ hT h01

/-- At a common positive temperature and `μR < μL`, a measurable transmission probability
gives the maximal current `μL - μR` exactly when it equals one at almost every energy. -/
theorem landauerCurrent_eq_bias_iff {τ μL μR : ℝ} (hτ : 0 < τ) (hμ : μR < μL) {T : ℝ → ℝ}
    (hT : Measurable T) (h01 : ∀ E, T E ∈ Set.Icc (0 : ℝ) 1) :
    landauerCurrent τ μL μR T = μL - μR ↔ ∀ᵐ E, T E = 1 := by
  obtain ⟨hw, hs⟩ := fermi_window_sum_rule hτ μL μR
  have hi := integrable_landauer hτ μL μR hT h01
  have hr : Integrable (fun E => (1 - T E) * (fermi τ μL E - fermi τ μR E)) :=
    integrable_landauer (a := 0) (b := 1) hτ μL μR (measurable_const.sub hT)
      fun E => ⟨by linarith [(h01 E).2], by linarith [(h01 E).1]⟩
  -- the reflected part of the current is the missing part of the bias
  have hz : ∫ E, (1 - T E) * (fermi τ μL E - fermi τ μR E)
      = (μL - μR) - landauerCurrent τ μL μR T := by
    rw [← hs, landauerCurrent, ← integral_sub hw hi]
    congr 1
    ext E
    ring
  have hp := integral_eq_zero_iff_of_nonneg (fun E => mul_nonneg
    (sub_nonneg.2 (h01 E).2) (sub_nonneg.2 (fermi_lt hτ hμ E).le)) hr
  constructor
  · intro h
    filter_upwards [hp.1 (by rw [hz, h, sub_self])] with E hE
    have hE' : (1 - T E) * (fermi τ μL E - fermi τ μR E) = 0 := hE
    rcases mul_eq_zero.1 hE' with h1 | h1
    · linarith
    · linarith [fermi_lt hτ hμ E]
  · intro h
    have h0 := hp.2 (by filter_upwards [h] with E hE; simp [hE])
    linarith [hz, h0]

end

end LandauerSumRule
```

```lean
#print axioms LandauerSumRule.landauerCurrent_bounds
-- 'LandauerSumRule.landauerCurrent_bounds' depends on axioms: [propext, Classical.choice, Quot.sound]
#print axioms LandauerSumRule.landauerCurrent_mem_Icc
-- 'LandauerSumRule.landauerCurrent_mem_Icc' depends on axioms: [propext, Classical.choice, Quot.sound]
#print axioms LandauerSumRule.landauerCurrent_eq_bias_iff
-- 'LandauerSumRule.landauerCurrent_eq_bias_iff' depends on axioms: [propext, Classical.choice, Quot.sound]
```

## How Lean obtains the sum rule

`fermi_lt` compares the two exponentials and then takes reciprocals. `hasDerivAt_grandPotential` applies the chain rule, rewrites one exponential as the inverse of the other, and lets `field_simp` identify the result with the Fermi function. `grandPotential_particle_hole` is the factorisation of \(1+x\), and `tendsto_grandPotential` is the high-energy limit.

Inside `fermi_window_sum_rule`, the letters `a` and `b` are chemical potentials; in the later theorems they are bounds on the transmission. The steps `hd`, `htop` and `hbot` give the derivative of \(D\) and its two limits. For `hbot`, the high-energy limit with both chemical potentials reversed is composed with \(E\mapsto-E\), and the particle-hole relation supplies the constant `b - a`.

The step `key` proves integrability when the first chemical potential is the larger. It uses `integrable_of_intervalIntegral_norm_tendsto`, which requires the integrals of the absolute value over \([-x,x]\) to converge. Positivity removes the absolute value, and the fundamental theorem on a finite interval evaluates the integral. The three orderings of the chemical potentials are combined in `hint`, after which `integral_of_hasDerivAt_of_tendsto` gives the area.

## How Lean obtains the bounds and the equality case

`integrable_landauer` dominates the integrand by \(|a|+|b|\) times the absolute value of the window. `landauerCurrent_bounds` writes the bias as the integral of the window, moves the constants inside, and applies `integral_mono` once for each side. `landauerCurrent_mem_Icc` substitutes 0 and 1.

In `landauerCurrent_eq_bias_iff`, `hz` is the identity for the missing current. The lemma `integral_eq_zero_iff_of_nonneg` turns a zero integral into an integrand that vanishes almost everywhere, and back. At each such energy `mul_eq_zero` leaves two cases: either \(1-T(E)=0\), as wanted, or the window is zero, which `fermi_lt` excludes.
